# Bounds on an orbital's largest atomic population from its inverse delocalisation number, for nonnegative populations

Let one normalised orbital be shared among \(M\) atoms, with population \(q_A\) on atom \(A\). I take the populations to be real and nonnegative, with \(\sum_A q_A=1\). The inverse delocalisation number is \(L=\sum_A q_A^2\), the delocalisation number is \(1/L\), and \(q_{\max}\) is the largest of the \(q_A\). I believe that

\[
L\;\le\; q_{\max}\;\le\;\frac{1+\sqrt{(M-1)(ML-1)}}{M}.
\]

So the delocalisation number and the number of atoms would together confine the population of the leading atom to an interval. Can this be made rigorous and machine-checked, and which orbitals reach the two ends?

## The two bounds and the orbitals that reach them

With \(q_A\), \(M\), \(L\) and \(q_{\max}\) as you define them, both bounds hold. There is at least one atom, because an empty sum could not equal one.

**Lower bound.** Since \(q_A\ge 0\) and \(q_A\le q_{\max}\), we have \(q_A^2\le q_A\,q_{\max}\). Summing over the atoms gives

\[
L=\sum_A q_A^2\le q_{\max}\sum_A q_A=q_{\max}.
\]

The gap is \(q_{\max}-L=\sum_A q_A(q_{\max}-q_A)\), a sum of nonnegative terms. It vanishes exactly when every \(q_A\) is either zero or \(q_{\max}\), which means that the orbital is spread evenly over some of the atoms.

**Upper bound.** Fix an atom \(A\). The other \(M-1\) atoms hold the population \(1-q_A\), and their squares sum to \(L-q_A^2\). The Cauchy-Schwarz inequality on these atoms reads

\[
(1-q_A)^2\le (M-1)(L-q_A^2).
\]

Expanding and collecting terms gives \(Mq_A^2-2q_A+1\le (M-1)L\). Multiplying by \(M\) and subtracting \(M-1\) from both sides turns this into

\[
(Mq_A-1)^2\le (M-1)(ML-1).
\]

Hence \(Mq_A-1\le\sqrt{(M-1)(ML-1)}\). Dividing by \(M\) and choosing for \(A\) an atom with \(q_A=q_{\max}\) gives the upper bound.

For the equality case, expand the square and insert the three totals for the remaining atoms:

\[
\sum_{B\ne A}\bigl((M-1)q_B-(1-q_A)\bigr)^2=(M-1)\bigl[(M-1)(L-q_A^2)-(1-q_A)^2\bigr].
\]

If the upper bound is attained at \(A\), then Cauchy-Schwarz was an equality, the bracket is zero, and so is every square on the left. Thus \((M-1)q_B=1-q_A\) for every \(B\ne A\): the other atoms share the remainder equally.

Conversely, suppose that \(q_A=q_{\max}\) and that this equal sharing holds. Then

\[
(M-1)(L-q_A^2)=\sum_{B\ne A}(M-1)q_B\,q_B=(1-q_A)\sum_{B\ne A}q_B=(1-q_A)^2,
\]

so \((Mq_A-1)^2=(M-1)(ML-1)\). The largest population is at least the mean \(1/M\), so \(Mq_A-1\ge 0\) is the square root itself, and the bound is attained.

For three atoms and \(L=1/2\), the populations \((1/2,1/2,0)\) reach the lower end and \((2/3,1/6,1/6)\) the upper one. In the analysis of localised orbitals with nonnegative populations on finitely many atoms, equal delocalisation numbers can therefore go with different weights on the leading atom.

**The delocalisation number.** Cauchy-Schwarz over all atoms gives \(1\le ML\), so \(L>0\) and \(1/L\le M\). No population exceeds the total, so \(L\le q_{\max}\le 1\) and \(1/L\ge 1\). Dividing \(L\le q_{\max}\) by \(L\) gives \(1\le q_{\max}/L\).

## Atoms, populations and the supremum in Lean

The atoms form a finite type `ι`, and \(M\) is `Fintype.card ι`, read as a real number where it enters the formulas. The populations are a function `q : ι → ℝ`, and `IsPopulation q` contains the two physical conditions: `nonneg` says that no atom has a negative share, and `sum_one` says that the orbital is normalised and fully distributed over the atoms.

The definitions `invDeloc q` and `delocNumber q` are \(L\) and \(1/L\). The largest population, `largest q`, is the supremum of the `q A`, and `exists_largest` shows that some atom attains it.

In words, the four main theorems say the following for every such `q`:

- `largest_population_bounds` gives both inequalities, with no separate condition on \(M\).
- `lower_bound_attained_iff` says that \(q_{\max}=L\) exactly when each population is zero or the largest one.
- `upper_bound_attained_iff` says that the upper bound is an equality exactly when some atom `A` has the largest population and \((M-1)q_B=1-q_A\) for every other atom `B`. Written as a product, the condition also makes sense for a single atom, where there is no `B` to test.
- `delocNumber_bounds` gives \(1\le 1/L\le M\) and \(1\le (1/L)\,q_{\max}\).

The populations are given data. The file contains no wavefunction, basis set or partitioning scheme, and whether a particular population analysis meets the two conditions has to be settled separately.

```lean
import Mathlib

open Finset

namespace OrbitalDelocalisation

noncomputable section

variable {ι : Type*} [Fintype ι]

/-- Atomic populations of one normalised orbital: nonnegative and summing to one. -/
structure IsPopulation (q : ι → ℝ) : Prop where
  nonneg : ∀ A, 0 ≤ q A
  sum_one : ∑ A, q A = 1

/-- The inverse delocalisation number, the sum of the squared atomic populations. -/
def invDeloc (q : ι → ℝ) : ℝ := ∑ A, q A ^ 2

/-- The delocalisation number of the orbital. -/
def delocNumber (q : ι → ℝ) : ℝ := (invDeloc q)⁻¹

/-- The largest atomic population of the orbital. -/
def largest (q : ι → ℝ) : ℝ := ⨆ A, q A

/-- No atomic population exceeds the largest one. -/
theorem le_largest (q : ι → ℝ) (A : ι) : q A ≤ largest q :=
  le_ciSup (Set.finite_range q).bddAbove A

/-- Some atom carries the largest population. -/
theorem exists_largest {q : ι → ℝ} (hq : IsPopulation q) : ∃ A, q A = largest q := by
  have hne : Nonempty ι := by
    by_contra h
    have hE : IsEmpty ι := not_nonempty_iff.mp h
    have h1 := hq.sum_one
    simp at h1
  exact exists_eq_ciSup_of_finite

/-- The atoms other than `A` number `M - 1`, hold the population `1 - q A`, and
contribute `L - q A ^ 2` to the inverse delocalisation number. -/
theorem rest_sums [DecidableEq ι] {q : ι → ℝ} (hq : IsPopulation q) (A : ι) :
    ((univ.erase A).card : ℝ) = Fintype.card ι - 1 ∧
      ∑ B ∈ univ.erase A, q B = 1 - q A ∧
      ∑ B ∈ univ.erase A, q B ^ 2 = invDeloc q - q A ^ 2 := by
  refine ⟨?_, ?_, ?_⟩
  · have h := Finset.card_erase_add_one (mem_univ A)
    rw [Finset.card_univ] at h
    have h' : ((univ.erase A).card : ℝ) + 1 = Fintype.card ι := by exact_mod_cast h
    linarith
  · have h := Finset.add_sum_erase univ q (mem_univ A)
    have h1 := hq.sum_one
    linarith
  · have h := Finset.add_sum_erase univ (fun B => q B ^ 2) (mem_univ A)

    unfold invDeloc
    linarith

/-- The squared deviation of any population from the uniform value `1 / M`, scaled by
`M ^ 2`, is at most `(M - 1) (M L - 1)`. -/
theorem deviation_sq_le {q : ι → ℝ} (hq : IsPopulation q) (A : ι) :
    (Fintype.card ι * q A - 1) ^ 2 ≤
      ((Fintype.card ι : ℝ) - 1) * (Fintype.card ι * invDeloc q - 1) := by
  classical
  obtain ⟨hc, h1, h2⟩ := rest_sums hq A
  -- Cauchy-Schwarz on the remaining atoms
  have h := sq_sum_le_card_mul_sum_sq (s := univ.erase A) (f := q)
  rw [hc, h1, h2] at h
  have hM : (0 : ℝ) ≤ Fintype.card ι := Nat.cast_nonneg _
  have h' := mul_le_mul_of_nonneg_left h hM
  nlinarith [h']

/-- The largest population lies between the inverse delocalisation number `L` and
`(1 + √((M - 1) (M L - 1))) / M`, where `M` is the number of atoms. -/
theorem largest_population_bounds {q : ι → ℝ} (hq : IsPopulation q) :
    invDeloc q ≤ largest q ∧
      largest q ≤ (1 + √(((Fintype.card ι : ℝ) - 1) * (Fintype.card ι * invDeloc q - 1)))
        / Fintype.card ι := by
  constructor
  · -- replace one factor in each square by the largest population
    calc invDeloc q ≤ ∑ A, q A * largest q := by
          unfold invDeloc
          refine Finset.sum_le_sum fun A _ => ?_
          rw [pow_two]
          exact mul_le_mul_of_nonneg_left (le_largest q A) (hq.nonneg A)
      _ = largest q := by rw [← Finset.sum_mul, hq.sum_one, one_mul]
  · obtain ⟨A, hA⟩ := exists_largest hq
    have hM : (0 : ℝ) < Fintype.card ι := by
      exact_mod_cast Fintype.card_pos_iff.mpr ⟨A⟩
    have h := (le_abs_self _).trans (Real.abs_le_sqrt (deviation_sq_le hq A))
    rw [← hA, le_div_iff₀ hM]
    linarith

/-- The largest population equals the inverse delocalisation number exactly when every
atom carries either no population or the largest one. -/
theorem lower_bound_attained_iff {q : ι → ℝ} (hq : IsPopulation q) :
    largest q = invDeloc q ↔ ∀ A, q A = 0 ∨ q A = largest q := by
  have hid : ∑ A, q A * (largest q - q A) = largest q - invDeloc q := by
    simp only [mul_sub, Finset.sum_sub_distrib, ← Finset.sum_mul, hq.sum_one, one_mul,
      invDeloc, pow_two]
  have hnn : ∀ A ∈ (univ : Finset ι), 0 ≤ q A * (largest q - q A) := fun A _ =>
    mul_nonneg (hq.nonneg A) (sub_nonneg.mpr (le_largest q A))
  rw [← sub_eq_zero, ← hid, Finset.sum_eq_zero_iff_of_nonneg hnn]
  constructor
  · intro h A
    rcases mul_eq_zero.mp (h A (mem_univ A)) with h0 | h0
    · exact Or.inl h0
    · exact Or.inr (by linarith)
  · intro h A _
    rcases h A with h0 | h0
    · rw [h0, zero_mul]
    · rw [h0, sub_self, mul_zero]

/-- The sum, over the atoms `B` other than `A`, of the squares of `(M - 1) q B - (1 - q A)`, where
`M` is the number of atoms, expressed through `M`, `q A` and the inverse delocalisation number. -/
theorem rest_spread [DecidableEq ι] {q : ι → ℝ} (hq : IsPopulation q) (A : ι) :
    ∑ B ∈ univ.erase A, (((Fintype.card ι : ℝ) - 1) * q B - (1 - q A)) ^ 2 =
      ((Fintype.card ι : ℝ) - 1) *
        (((Fintype.card ι : ℝ) - 1) * (invDeloc q - q A ^ 2) - (1 - q A) ^ 2) := by
  have expand : ∀ (s : Finset ι) (a b : ℝ), ∑ B ∈ s, (a * q B - b) ^ 2 =
      a ^ 2 * ∑ B ∈ s, q B ^ 2 - 2 * a * b * ∑ B ∈ s, q B + s.card * b ^ 2 := by
    intro s a b
    induction s using Finset.induction_on with
    | empty => simp
    | insert c s hc ih =>
      rw [Finset.sum_insert hc, Finset.sum_insert hc, Finset.sum_insert hc,
        Finset.card_insert_of_notMem hc, ih]
      push_cast
      ring
  obtain ⟨hc, h1, h2⟩ := rest_sums hq A
  rw [expand, hc, h1, h2]
  ring

/-- The upper bound is attained exactly when all atoms other than one with the largest
population share the remaining population equally. -/
theorem upper_bound_attained_iff {q : ι → ℝ} (hq : IsPopulation q) :
    largest q = (1 + √(((Fintype.card ι : ℝ) - 1) * (Fintype.card ι * invDeloc q - 1)))
        / Fintype.card ι ↔
      ∃ A, q A = largest q ∧ ∀ B, B ≠ A → ((Fintype.card ι : ℝ) - 1) * q B = 1 - q A := by
  classical
  obtain ⟨A₀, hA₀⟩ := exists_largest hq
  have hM : (0 : ℝ) < Fintype.card ι := by
    exact_mod_cast Fintype.card_pos_iff.mpr ⟨A₀⟩
  rw [eq_div_iff hM.ne']
  constructor
  · intro h
    refine ⟨A₀, hA₀, fun B hB => ?_⟩
    have hX := (sq_nonneg _).trans (deviation_sq_le hq A₀)
    have hs := Real.sq_sqrt hX
    rw [← hA₀] at h
    rw [show √(((Fintype.card ι : ℝ) - 1) * (Fintype.card ι * invDeloc q - 1)) =
      Fintype.card ι * q A₀ - 1 by linarith] at hs
    -- equality in Cauchy-Schwarz makes the spread vanish
    have hz : ((Fintype.card ι : ℝ) - 1) * (invDeloc q - q A₀ ^ 2) - (1 - q A₀) ^ 2 = 0 := by
      apply mul_left_cancel₀ hM.ne'
      linear_combination -hs
    have hsp := rest_spread hq A₀
    rw [hz, mul_zero, Finset.sum_eq_zero_iff_of_nonneg (fun _ _ => sq_nonneg _)] at hsp
    have hB0 := hsp B (Finset.mem_erase.mpr ⟨hB, mem_univ B⟩)
    exact sub_eq_zero.mp (pow_eq_zero_iff two_ne_zero |>.mp hB0)
  · rintro ⟨A, hA, hB⟩
    obtain ⟨-, h1, h2⟩ := rest_sums hq A
    have he : ((Fintype.card ι : ℝ) - 1) * (invDeloc q - q A ^ 2) = (1 - q A) ^ 2 := by
      rw [← h2, Finset.mul_sum, pow_two (1 - q A)]
      nth_rewrite 2 [← h1]
      rw [Finset.mul_sum]
      refine Finset.sum_congr rfl fun B hBm => ?_
      rw [← hB B (Finset.ne_of_mem_erase hBm)]
      ring
    have hX : ((Fintype.card ι : ℝ) - 1) * (Fintype.card ι * invDeloc q - 1) =
        (Fintype.card ι * q A - 1) ^ 2 := by
      linear_combination (Fintype.card ι : ℝ) * he
    -- the largest population is at least the mean
    have hmean : 1 ≤ (Fintype.card ι : ℝ) * q A := by
      have h := Finset.sum_le_card_nsmul univ q (q A) (fun B _ => hA ▸ le_largest q B)
      rwa [hq.sum_one, nsmul_eq_mul, Finset.card_univ] at h
    rw [hX, Real.sqrt_sq (by linarith), ← hA]
    ring

/-- The delocalisation number lies between one and the number of atoms, and its product
with the largest population is at least one. -/
theorem delocNumber_bounds {q : ι → ℝ} (hq : IsPopulation q) :
    1 ≤ delocNumber q ∧ delocNumber q ≤ Fintype.card ι ∧
      1 ≤ delocNumber q * largest q := by
  have hML : 1 ≤ (Fintype.card ι : ℝ) * invDeloc q := by
    have h := sq_sum_le_card_mul_sum_sq (s := (univ : Finset ι)) (f := q)
    rw [hq.sum_one, one_pow, Finset.card_univ] at h
    exact h
  have hM : (0 : ℝ) ≤ Fintype.card ι := Nat.cast_nonneg _
  have hL : 0 < invDeloc q := by
    by_contra h
    nlinarith [mul_nonneg hM (neg_nonneg.mpr (not_lt.mp h))]
  have hlow := (largest_population_bounds hq).1
  have hone : largest q ≤ 1 := by
    obtain ⟨A, hA⟩ := exists_largest hq
    rw [← hA, ← hq.sum_one]
    exact Finset.single_le_sum (fun B _ => hq.nonneg B) (mem_univ A)
  unfold delocNumber
  refine ⟨?_, ?_, ?_⟩
  · rw [inv_eq_one_div, le_div_iff₀ hL]
    linarith
  · rw [inv_eq_one_div, div_le_iff₀ hL]
    exact hML
  · rw [mul_comm, ← div_eq_mul_inv, le_div_iff₀ hL]
    linarith

end

end OrbitalDelocalisation
```

```lean
#print axioms OrbitalDelocalisation.lower_bound_attained_iff
-- 'OrbitalDelocalisation.lower_bound_attained_iff' depends on axioms: [propext, Classical.choice, Quot.sound]
#print axioms OrbitalDelocalisation.upper_bound_attained_iff
-- 'OrbitalDelocalisation.upper_bound_attained_iff' depends on axioms: [propext, Classical.choice, Quot.sound]
#print axioms OrbitalDelocalisation.delocNumber_bounds
-- 'OrbitalDelocalisation.delocNumber_bounds' depends on axioms: [propext, Classical.choice, Quot.sound]
```

## How the Lean proof follows the algebra

`rest_sums` records the number, total population and sum of squares of the atoms other than `A`, which appear as `univ.erase A`. `deviation_sq_le` applies Mathlib's Cauchy-Schwarz inequality `sq_sum_le_card_mul_sum_sq` to them, substitutes the three values and multiplies by \(M\). The call to `nlinarith` then does the rearrangement into \((Mq_A-1)^2\le(M-1)(ML-1)\).

In `largest_population_bounds`, the `calc` block is the lower-bound argument: one factor of each square is replaced by `largest q`, and normalisation removes the sum. For the upper bound, `exists_largest` supplies the atom, `Real.abs_le_sqrt` takes the square root, and `le_div_iff₀` handles the division by \(M\).

The proof of `lower_bound_attained_iff` first establishes the formula for the gap as `hid`. It then uses the fact that a sum of nonnegative terms is zero only if each term is.

`rest_spread` is the identity for the spread of the remaining populations. Its auxiliary statement `expand` multiplies out the square under the sum, by induction on the finite set of atoms. In the forward direction of `upper_bound_attained_iff`, `hz` says that the bracket vanishes, and `rest_spread` then makes each square zero. In the reverse direction, `he` is the equality form of Cauchy-Schwarz, `hX` rewrites the radicand as a square, and `hmean` fixes the sign of the root.

`delocNumber_bounds` obtains \(1\le ML\) from Cauchy-Schwarz over all atoms, deduces \(L>0\), and combines this with the lower bound and \(q_{\max}\le1\).

## Negative populations, and populations built from coefficients

Without nonnegativity the lower bound fails already for two atoms. The populations \((3/2,-1/2)\) sum to one, but \(L=5/2\) is larger than \(q_{\max}=3/2\), and the delocalisation number is \(2/5\), less than one. This matters in practice because Mulliken populations of a single orbital can be negative. The derivation of the upper bound above uses only normalisation, and in this example that bound is an equality.

Another model would start from the coefficients \(c_\mu\) of the orbital in an orthonormal basis, assign each basis function to one atom, and define \(q_A=\sum_{\mu\in A}|c_\mu|^2\). Nonnegativity would then follow from the squared moduli, and \(\sum_A q_A=1\) from the normalisation of the orbital, so neither would be assumed separately. The present version takes the populations themselves as data, so it also applies directly to those from real-space partitions with nonnegative weights that sum to one at every point.
